# Factorising a 4×4 real matrix through bond dimension three with signed entries

The declaration states that a particular 4×4 matrix of zeros and ones equals the product of an explicit 4×3 matrix and an explicit 3×4 matrix, all with real entries. In tensor-network language, the index summed between the two factors has dimension three. The right factor holds the first three rows of the matrix, and the left factor rebuilds the fourth as minus the first plus the second plus the third, which is where the negative entry comes in. If the entries are read as the amplitudes of a two-part state, that state is unnormalised: its squared norm is 8, so each nonzero amplitude would be 1/(2√2) after normalisation. The attempt compares the two sides entry by entry, splitting into sixteen cases and asking `norm_num` to compute each one.

The first attempt, which Lean rejects:

```lean
import Mathlib

namespace SquareMatrixSignedFactorisation

noncomputable section

/-- The 4×4 matrix with rows 1100, 1010, 0101, 0011. -/
def squareMatrix : Matrix (Fin 4) (Fin 4) ℝ :=
  !![1, 1, 0, 0; 1, 0, 1, 0; 0, 1, 0, 1; 0, 0, 1, 1]

/-- With signed entries allowed, `squareMatrix` factorises through bond dimension three. -/
theorem squareMatrix_signed_factorisation :
    squareMatrix = (!![1, 0, 0; 0, 1, 0; 0, 0, 1; -1, 1, 1] : Matrix (Fin 4) (Fin 3) ℝ) *
      (!![1, 1, 0, 0; 1, 0, 1, 0; 0, 1, 0, 1] : Matrix (Fin 3) (Fin 4) ℝ) := by
  ext i j
  fin_cases i <;> fin_cases j <;>
    norm_num [squareMatrix, Matrix.mul_apply, Fin.sum_univ_three]

end

end SquareMatrixSignedFactorisation
```

The error:

```
Main.lean:14:77: error: unsolved goals
case «0».«0»
⊢ ![1, 0, 0] 2 = 0 ∨ Matrix.vecCons 1 (fun i => Matrix.vecCons 1 (fun i => 0) i) 2 = 0

case «0».«1»
⊢ ![1, 0, 0] 2 = 0 ∨ Matrix.vecCons 1 (fun i => Matrix.vecCons 0 (fun i => 1) i) 2 = 0

case «0».«2»
⊢ ![1, 0, 0] 2 = 0 ∨ Matrix.vecCons 0 (fun i => Matrix.vecCons 1 (fun i => 0) i) 2 = 0

case «0».«3»
⊢ ![1, 0, 0] 2 = 0 ∨ Matrix.vecCons 0 (fun i => Matrix.vecCons 0 (fun i => 1) i) 2 = 0

case «1».«0»
⊢ ![0, 1, 0] 2 = 0 ∨ Matrix.vecCons 1 (fun i => Matrix.vecCons 1 (fun i => 0) i) 2 = 0

case «1».«1»
⊢ ![0, 1, 0] 2 = 0 ∨ Matrix.vecCons 1 (fun i => Matrix.vecCons 0 (fun i => 1) i) 2 = 0

case «1».«2»
⊢ ![0, 1, 0] 2 = 0 ∨ Matrix.vecCons 0 (fun i => Matrix.vecCons 1 (fun i => 0) i) 2 = 0

case «1».«3»
⊢ ![0, 1, 0] 2 = 0 ∨ Matrix.vecCons 0 (fun i => Matrix.vecCons 0 (fun i => 1) i) 2 = 0

case «2».«0»
⊢ ![0, 0, 1] 2 = 0 ∨ Matrix.vecCons 1 (fun i => Matrix.vecCons 1 (fun i => 0) i) 2 = 0

case «2».«1»
⊢ 1 = ![0, 0, 1] 2 * Matrix.vecCons 1 (fun i => Matrix.vecCons 0 (fun i => 1) i) 2

case «2».«2»
⊢ ![0, 0, 1] 2 = 0 ∨ Matrix.vecCons 0 (fun i => Matrix.vecCons 1 (fun i => 0) i) 2 = 0

case «2».«3»
⊢ 1 = ![0, 0, 1] 2 * Matrix.vecCons 0 (fun i => Matrix.vecCons 0 (fun i => 1) i) 2

case «3».«0»
⊢ ![-1, 1, 1] 2 = 0 ∨ Matrix.vecCons 1 (fun i => Matrix.vecCons 1 (fun i => 0) i) 2 = 0

case «3».«1»
⊢ 0 = -1 + ![-1, 1, 1] 2 * Matrix.vecCons 1 (fun i => Matrix.vecCons 0 (fun i => 1) i) 2

case «3».«2»
⊢ ![-1, 1, 1] 2 = 0 ∨ Matrix.vecCons 0 (fun i => Matrix.vecCons 1 (fun i => 0) i) 2 = 0

case «3».«3»
⊢ 1 = ![-1, 1, 1] 2 * Matrix.vecCons 0 (fun i => Matrix.vecCons 0 (fun i => 1) i) 2
```

What went wrong. The error lists all sixteen cases as unsolved. In each, the matrix product has been expanded and the terms at indices 0 and 1 have been evaluated, but the term at index 2 still contains lookups such as `![1, 0, 0] 2`. The disjunctions come from goals that a product be zero, which have been rewritten to say that one of its factors is zero.

What is missing is the evaluation of an explicit vector at index 2. In Mathlib this is done by the simplification procedure `Matrix.cons_val`, which `simp` runs by default but `norm_num` does not. Indices 0 and 1 have ordinary simp lemmas, which `norm_num` does use, so only the third term is left stuck.

The one change replaces `norm_num` with `simp`, keeping the same list of lemmas. `simp` can read off the remaining entries, and the simple arithmetic that follows closes every case. The matrices and the statement are unchanged.

The repair, with which the file compiles:

```diff
@@ -15,5 +15,5 @@
   ext i j
   fin_cases i <;> fin_cases j <;>
-    norm_num [squareMatrix, Matrix.mul_apply, Fin.sum_univ_three]
+    simp [squareMatrix, Matrix.mul_apply, Fin.sum_univ_three]
 
 end
```
